# Depolarized adsorbate dipoles: uniqueness and bounds for weak coupling

## Two molecules without definite dipoles

Polar molecules standing upright and parallel on a metal shift its work function, and each molecule weakens the dipoles of its neighbours. Let $p_0$ be the dipole of an isolated adsorbate, and take two adsorbates coupled so strongly that a dipole on one lowers the dipole on the other by its full value. With the sites numbered 0 and 1 and their dipoles written $p(0)$ and $p(1)$, the conditions are

$$p(0) = p_0 - p(1), \qquad p(1) = p_0 - p(0).$$

These are the same equation twice. The patterns $(p_0/2,\,p_0/2)$, $(p_0,\,0)$ and $(2p_0,\,-p_0)$ all satisfy it, so the model assigns no definite dipole to either molecule. Iteration doesn't help: starting from $(p_0,p_0)$, the update gives $(0,0)$, then $(p_0,p_0)$ again, without end. A bound on the coupling strength excludes this behaviour.

## The field inside a dipole layer

Consider a finite set of adsorption sites. Let $p_i$ be the dipole component along the surface normal at site $i$, counted positive in the direction of the bare dipole $p_0>0$. The other dipoles produce a field $-\sum_j T_{ij}p_j$ at site $i$, and a polarizability $\alpha>0$ turns this field into an induced dipole. The self-consistency condition is

$$p_i = p_0 - \alpha\sum_j T_{ij}\,p_j .$$

For parallel point dipoles standing on a plane, $T_{ij}$ is positive for $i\neq j$ and falls off as the inverse cube of the distance. Nonnegative entries mean that dipoles of the bare orientation never enhance each other. The field of a dipole's own image in the metal does enhance it. Entered in $T$, this field would be a negative diagonal entry, which the assumptions exclude. It is instead included in $p_0$ and $\alpha$, when these are the values for an isolated adsorbate on the metal.

The coupling strength is measured by a number $r$ with

$$\sum_j \alpha T_{ij} \le r \quad\text{for every } i, \qquad r<1 .$$

If all sites carried the bare dipole, the field would then remove at most the fraction $r$ of it at any site. Compressing a given arrangement of such point dipoles raises the row sums, so the condition $r<1$ limits the coverage up to which the result applies.

Under these assumptions there is exactly one self-consistent pattern, and

$$p_0(1-r)\le p_i\le p_0 \quad\text{at every site.}$$

In this finite, linear model, where the work-function shift is taken proportional to the total dipole, depolarization therefore removes at most the fraction $r$ of the shift. Polarizable force fields with induced point dipoles lead to similar equations, but there the dipoles are vectors and their couplings take both signs, so the result doesn't carry over directly.

## Derivation from the row sums

Write $D(p)_i = p_0-\sum_j\alpha T_{ij}p_j$ for one update of a pattern $p$. A layer without sites has only the empty pattern, so let there be at least one site. Then $r\ge 0$, because row sums of nonnegative numbers are nonnegative.

**Updates bring patterns together.** If $|p_j-q_j|\le B$ at all sites, the bare dipole cancels in the difference:

$$|D(p)_i-D(q)_i| = \Big|\sum_j\alpha T_{ij}(p_j-q_j)\Big| \le \sum_j\alpha T_{ij}\,|p_j-q_j| \le rB .$$

**Uniqueness.** Suppose $p_i-D(p)_i=q_i-D(q)_i$ at all sites, which holds in particular for two solutions. Let $m$ be a site where $|p_i-q_i|$ has its largest value $M$. Then

$$M=|p_m-q_m|=|D(p)_m-D(q)_m|\le rM,$$

so $(1-r)M\le 0$. Hence $M=0$ and $p=q$.

**Existence.** The condition reads $(1+\alpha T)p=p_0u$, with $u$ the all-ones vector. If $(1+\alpha T)p=(1+\alpha T)q$, then $p-D(p)=q-D(q)$, and the previous step gives $p=q$. The linear map $1+\alpha T$ is thus injective. On a finite-dimensional space it is then also surjective, so it reaches $p_0u$.

**Bounds.** If all $p_j\ge \ell$ with $\ell\le 0$, then $\sum_j\alpha T_{ij}p_j\ge \ell\sum_j\alpha T_{ij}\ge r\ell$, so $D(p)_i\le p_0-r\ell$. If all $p_j\le h$ with $h\ge0$, the same argument gives $D(p)_i\ge p_0-rh$.

Now let $p$ be a solution and $a$ the site with the smallest dipole. Suppose $p_a<0$. The first bound with $\ell=p_a$ gives $p_j\le p_0-rp_a$ for all $j$, and the right side is positive. The second bound then gives

$$p_a\ge p_0-r(p_0-rp_a)=p_0(1-r)+r^2p_a ,$$

that is, $(1-r^2)p_a\ge p_0(1-r)>0$. This contradicts $p_a<0$, so no dipole is negative. The first bound with $\ell=0$ now gives $p_i\le p_0$, and the second with $h=p_0$ gives $p_i\ge p_0(1-r)$.

**Iteration.** The bare pattern misses the solution by $p_0-p_i$, which lies between $0$ and $rp_0$. Each update multiplies the error bound by $r$, so after $k$ updates the error is at most $r^{k+1}p_0$ at each site.

## Three adsorbates in a row

Let neighbours in a row of three couple with $\alpha T_{ij}=0.2$, and let all other entries vanish. The row sums are $0.2$, $0.4$ and $0.2$, so $r=0.4$. By symmetry the two end dipoles are equal:

$$p_{\rm end}=p_0-0.2\,p_{\rm mid},\qquad p_{\rm mid}=p_0-0.4\,p_{\rm end}.$$

Substitution gives $0.92\,p_{\rm end}=0.8\,p_0$, hence $p_{\rm end}=\tfrac{20}{23}p_0\approx0.870\,p_0$ and $p_{\rm mid}=\tfrac{15}{23}p_0\approx0.652\,p_0$. Both lie between $0.6\,p_0$ and $p_0$. One update of the bare dipoles gives $0.8\,p_0$ at the ends and $0.6\,p_0$ in the middle. The largest error is about $0.07\,p_0$, within the guaranteed $0.16\,p_0$.

## The layer as Lean objects

The sites form a finite type `n`, a pattern is a function `p : n → ℝ`, and the couplings are a real matrix `T`, which need not be symmetric. The product `T *ᵥ p` is the depolarizing field with its sign reversed. The function `depolarize` is the update $D$, and `IsSelfConsistent` says that a pattern equals its own update. The bare dipole $p_0$ is `p0`, whereas `p 0` is the dipole at site 0.

The hypothesis `hT` states that the entries of `T` are nonnegative, and `hrow` bounds the row sums of $\alpha T$ by `r`. The main theorem, `existsUnique_dipoles_and_bounds`, has two parts. The first, written with `∃!`, says that exactly one real pattern is self-consistent, with no sign prescribed in advance. The second gives the interval for every self-consistent pattern.

All sites share one `p0` and one `α`, and the layer is finite. Each molecule is replaced by a point with a linear, scalar response. These are modelling assumptions, and the theorem doesn't test how well they describe a real surface.

```lean
import Mathlib

open Matrix

namespace AdsorbateDepolarization

variable {n : Type*} [Fintype n] {p0 α r : ℝ} {T : Matrix n n ℝ}

/-- The dipole that each site acquires in the field of the pattern `p`: the bare dipole `p0` minus
the polarizability `α` times `T p`, where `-T p` is the field of the pattern. -/
def depolarize (p0 α : ℝ) (T : Matrix n n ℝ) (p : n → ℝ) : n → ℝ :=
  fun i => p0 - α * (T *ᵥ p) i

/-- A dipole pattern is self-consistent if it is reproduced by the field it creates,
`p = p0 u - α T p` with `u` the all-ones vector. -/
def IsSelfConsistent (p0 α : ℝ) (T : Matrix n n ℝ) (p : n → ℝ) : Prop :=
  p = depolarize p0 α T p

/-- The depolarization of a site is a sum of contributions from the single sites. -/
theorem depolarize_apply (p0 α : ℝ) (T : Matrix n n ℝ) (p : n → ℝ) (i : n) :
    depolarize p0 α T p i = p0 - ∑ j, α * T i j * p j := by
  simp [depolarize, Matrix.mulVec, dotProduct, Finset.mul_sum, mul_assoc]

/-- For `α > 0`, nonnegative couplings and row sums of `α T` at most `r`, two patterns that
differ by at most `B` at every site differ by at most `r B` after one update. -/
theorem depolarize_contraction (hα : 0 < α) (hT : ∀ i j, 0 ≤ T i j)
    (hrow : ∀ i, ∑ j, α * T i j ≤ r) {p q : n → ℝ} {B : ℝ}
    (h : ∀ j, |p j - q j| ≤ B) (i : n) :
    |depolarize p0 α T p i - depolarize p0 α T q i| ≤ r * B := by
  have hB : 0 ≤ B := (abs_nonneg _).trans (h i)
  -- the bare dipole cancels in the difference
  have e : depolarize p0 α T p i - depolarize p0 α T q i
      = -∑ j, α * T i j * (p j - q j) := by
    simp only [depolarize_apply, mul_sub, Finset.sum_sub_distrib]
    ring
  rw [e, abs_neg]
  calc |∑ j, α * T i j * (p j - q j)|
      ≤ ∑ j, |α * T i j * (p j - q j)| := Finset.abs_sum_le_sum_abs _ _
    _ ≤ ∑ j, α * T i j * B := Finset.sum_le_sum fun j _ => by
        rw [abs_mul, abs_of_nonneg (mul_nonneg hα.le (hT i j))]
        exact mul_le_mul_of_nonneg_left (h j) (mul_nonneg hα.le (hT i j))
    _ = (∑ j, α * T i j) * B := (Finset.sum_mul _ _ _).symm
    _ ≤ r * B := mul_le_mul_of_nonneg_right (hrow i) hB

/-- For `α > 0`, nonnegative couplings and row sums of `α T` at most `r`, a lower bound
`lo ≤ 0` on all dipoles gives the upper bound `p0 - r lo` after one update. -/
theorem depolarize_le (hα : 0 < α) (hT : ∀ i j, 0 ≤ T i j)
    (hrow : ∀ i, ∑ j, α * T i j ≤ r) {p : n → ℝ} {lo : ℝ} (hlo : lo ≤ 0)
    (h : ∀ j, lo ≤ p j) (i : n) : depolarize p0 α T p i ≤ p0 - r * lo := by
  have h1 : ∑ j, α * T i j * lo ≤ ∑ j, α * T i j * p j :=
    Finset.sum_le_sum fun j _ =>
      mul_le_mul_of_nonneg_left (h j) (mul_nonneg hα.le (hT i j))
  rw [← Finset.sum_mul] at h1
  have h2 := mul_le_mul_of_nonpos_right (hrow i) hlo
  rw [depolarize_apply]
  linarith

/-- For `α > 0`, nonnegative couplings and row sums of `α T` at most `r`, an upper bound
`hi ≥ 0` on all dipoles gives the lower bound `p0 - r hi` after one update. -/
theorem le_depolarize (hα : 0 < α) (hT : ∀ i j, 0 ≤ T i j)
    (hrow : ∀ i, ∑ j, α * T i j ≤ r) {p : n → ℝ} {hi : ℝ} (hhi : 0 ≤ hi)
    (h : ∀ j, p j ≤ hi) (i : n) : p0 - r * hi ≤ depolarize p0 α T p i := by
  have h1 : ∑ j, α * T i j * p j ≤ ∑ j, α * T i j * hi :=
    Finset.sum_le_sum fun j _ =>
      mul_le_mul_of_nonneg_left (h j) (mul_nonneg hα.le (hT i j))
  rw [← Finset.sum_mul] at h1
  have h2 := mul_le_mul_of_nonneg_right (hrow i) hhi
  rw [depolarize_apply]
  linarith

/-- For `α > 0`, nonnegative couplings and row sums of `α T` at most `r < 1`, two patterns
that miss self-consistency by the same amount at every site are equal. -/
theorem eq_of_residual_eq (hα : 0 < α) (hT : ∀ i j, 0 ≤ T i j)
    (hrow : ∀ i, ∑ j, α * T i j ≤ r) (hr : r < 1) {p q : n → ℝ}
    (h : ∀ i, p i - depolarize p0 α T p i = q i - depolarize p0 α T q i) : p = q := by
  funext i
  have : Nonempty n := ⟨i⟩
  -- look at the site where the two patterns differ most
  obtain ⟨m, hm⟩ := Finite.exists_max (fun j => |p j - q j|)
  have hm' : ∀ j, |p j - q j| ≤ |p m - q m| := hm
  have hc := depolarize_contraction (p0 := p0) hα hT hrow hm' m
  have e : depolarize p0 α T p m - depolarize p0 α T q m = p m - q m := by
    linarith [h m]
  rw [e] at hc
  have h0 : |p m - q m| ≤ 0 := by nlinarith [abs_nonneg (p m - q m)]
  exact sub_eq_zero.mp (abs_nonpos_iff.mp ((hm' i).trans h0))

/-- For `p0, α > 0`, nonnegative couplings and row sums of `α T` at most `r < 1`, every
self-consistent dipole lies between `p0 (1 - r)` and `p0`. -/
theorem dipole_bounds (hp0 : 0 < p0) (hα : 0 < α) (hT : ∀ i j, 0 ≤ T i j)
    (hrow : ∀ i, ∑ j, α * T i j ≤ r) (hr : r < 1) {p : n → ℝ}
    (h : IsSelfConsistent p0 α T p) (i : n) : p0 * (1 - r) ≤ p i ∧ p i ≤ p0 := by
  have hp : ∀ j, p j = depolarize p0 α T p j := fun j => congrFun h j
  have hr0 : 0 ≤ r :=
    (Finset.sum_nonneg fun j _ => mul_nonneg hα.le (hT i j)).trans (hrow i)
  have : Nonempty n := ⟨i⟩
  obtain ⟨a, ha⟩ := Finite.exists_min p
  -- the smallest dipole cannot be negative
  have hpos : 0 ≤ p a := by
    by_contra hneg
    have hneg' : p a < 0 := not_le.mp hneg
    have hup : ∀ j, p j ≤ p0 - r * p a := fun j =>
      (hp j).le.trans (depolarize_le hα hT hrow hneg'.le ha j)
    have hhi : 0 ≤ p0 - r * p a := by
      have := mul_nonpos_of_nonneg_of_nonpos hr0 hneg'.le
      linarith
    have hlow := (le_depolarize (p0 := p0) hα hT hrow hhi hup a).trans (hp a).ge
    have h1 : 0 < p0 * (1 - r) := mul_pos hp0 (by linarith)
    have h2 : 0 < 1 - r ^ 2 := by nlinarith
    have h3 := mul_neg_of_neg_of_pos hneg' h2
    nlinarith
  -- nonnegative dipoles only depolarize, which gives both bounds
  have hup : ∀ j, p j ≤ p0 := fun j => by
    have := depolarize_le (p0 := p0) hα hT hrow le_rfl (fun k => hpos.trans (ha k)) j
    linarith [hp j]
  have hlow := le_depolarize (p0 := p0) hα hT hrow hp0.le hup i
  exact ⟨by linarith [hp i], hup i⟩

/-- For `p0, α > 0`, nonnegative couplings and row sums of `α T` at most `r < 1`, there is
exactly one self-consistent dipole pattern, and `p0 (1 - r) ≤ p i ≤ p0` at every site. -/
theorem existsUnique_dipoles_and_bounds (hp0 : 0 < p0) (hα : 0 < α)
    (hT : ∀ i j, 0 ≤ T i j) (hrow : ∀ i, ∑ j, α * T i j ≤ r) (hr : r < 1) :
    (∃! p, IsSelfConsistent p0 α T p) ∧
      ∀ p, IsSelfConsistent p0 α T p → ∀ i, p0 * (1 - r) ≤ p i ∧ p i ≤ p0 := by
  refine ⟨?_, fun p h i => dipole_bounds hp0 hα hT hrow hr h i⟩
  -- the linear map 1 + α T is injective, hence surjective
  let L : (n → ℝ) →ₗ[ℝ] (n → ℝ) := LinearMap.id + α • T.mulVecLin
  have hL : ∀ x i, L x i = x i + α * (T *ᵥ x) i := fun x i => by simp [L]
  have inj : Function.Injective L := by
    intro x y hxy
    refine eq_of_residual_eq (p0 := p0) hα hT hrow hr fun i => ?_
    have hi := congrFun hxy i
    rw [hL, hL] at hi
    simp only [depolarize]
    linarith
  obtain ⟨p, hp⟩ := LinearMap.injective_iff_surjective.mp inj (fun _ => p0)
  have hfix : IsSelfConsistent p0 α T p := by
    unfold IsSelfConsistent
    funext i
    have hi : L p i = p0 := congrFun hp i
    rw [hL] at hi
    simp only [depolarize]
    linarith
  refine ⟨p, hfix, fun q hq => eq_of_residual_eq (p0 := p0) hα hT hrow hr fun i => ?_⟩
  have h1 : p i = depolarize p0 α T p i := congrFun hfix i
  have h2 : q i = depolarize p0 α T q i := congrFun hq i
  linarith

/-- For `p0, α > 0`, nonnegative couplings and row sums of `α T` at most `r < 1`, `k` updates
of the bare dipoles reach the self-consistent ones to within `r ^ (k + 1) p0` at each site. -/
theorem iteration_error (hp0 : 0 < p0) (hα : 0 < α) (hT : ∀ i j, 0 ≤ T i j)
    (hrow : ∀ i, ∑ j, α * T i j ≤ r) (hr : r < 1) {p : n → ℝ}
    (h : IsSelfConsistent p0 α T p) (k : ℕ) (i : n) :
    |(depolarize p0 α T)^[k] (fun _ => p0) i - p i| ≤ r ^ (k + 1) * p0 := by
  induction k generalizing i with
  | zero =>
    obtain ⟨h1, h2⟩ := dipole_bounds hp0 hα hT hrow hr h i
    simp only [Function.iterate_zero, id_eq, zero_add, pow_one]
    rw [abs_of_nonneg (by linarith)]
    linarith
  | succ k ih =>
    have hc := depolarize_contraction (p0 := p0) hα hT hrow ih i
    have hp : p i = depolarize p0 α T p i := congrFun h i
    rw [← hp] at hc
    rw [Function.iterate_succ_apply']
    calc _ ≤ r * (r ^ (k + 1) * p0) := hc
      _ = r ^ (k + 1 + 1) * p0 := by ring

/-- If the first of two sites feels the second with coupling `r / α`, `α ≠ 0`, and the second
feels nothing, then the dipoles `p0 (1 - r)` and `p0` are self-consistent. -/
theorem one_way_pair_attains_bounds (p0 r : ℝ) (hα : α ≠ 0) :
    IsSelfConsistent p0 α !![0, r / α; 0, 0] ![p0 * (1 - r), p0] := by
  have key : α * (r / α) = r := by field_simp
  unfold IsSelfConsistent
  funext i
  rw [depolarize_apply, Fin.sum_univ_two]
  fin_cases i
  · simp [key]
    ring
  · simp

/-- For two sites that feel each other with coupling `1 / α`, `α ≠ 0`, a pattern is
self-consistent exactly when its two dipoles add up to `p0`. -/
theorem critical_pair_iff (hα : α ≠ 0) (p : Fin 2 → ℝ) :
    IsSelfConsistent p0 α !![0, α⁻¹; α⁻¹, 0] p ↔ p 0 + p 1 = p0 := by
  have e0 : depolarize p0 α !![0, α⁻¹; α⁻¹, 0] p 0 = p0 - p 1 := by
    simp [depolarize_apply, Fin.sum_univ_two, hα]
  have e1 : depolarize p0 α !![0, α⁻¹; α⁻¹, 0] p 1 = p0 - p 0 := by
    simp [depolarize_apply, Fin.sum_univ_two, hα]
  unfold IsSelfConsistent
  rw [funext_iff, Fin.forall_fin_two, e0, e1]
  constructor
  · rintro ⟨h, _⟩
    linarith
  · intro h
    constructor <;> linarith

end AdsorbateDepolarization
```

```lean
#print axioms AdsorbateDepolarization.existsUnique_dipoles_and_bounds
#print axioms AdsorbateDepolarization.iteration_error
#print axioms AdsorbateDepolarization.one_way_pair_attains_bounds
#print axioms AdsorbateDepolarization.critical_pair_iff
```

```
'AdsorbateDepolarization.existsUnique_dipoles_and_bounds' depends on axioms: [propext, Classical.choice, Quot.sound]
'AdsorbateDepolarization.iteration_error' depends on axioms: [propext, Classical.choice, Quot.sound]
'AdsorbateDepolarization.one_way_pair_attains_bounds' depends on axioms: [propext, Classical.choice, Quot.sound]
'AdsorbateDepolarization.critical_pair_iff' depends on axioms: [propext, Classical.choice, Quot.sound]
```

## From the contraction to the interval

`depolarize_apply` writes the update as a sum over sites, the form used in all the estimates. `depolarize_contraction` is the first step of the derivation: its `calc` block applies the triangle inequality, then the bound `B` at each site, then the row-sum bound. `depolarize_le` and `le_depolarize` are the two one-sided bounds, with `lo` and `hi` for $\ell$ and $h$.

`eq_of_residual_eq` is the uniqueness argument. `Finite.exists_max` supplies the site `m` of largest difference, and `nlinarith` concludes from $M\le rM$ and $r<1$ that $M\le0$. Because the lemma assumes equal residuals and not two solutions, it serves twice in the main theorem: once for the injectivity of the linear map `L`, which is $1+\alpha T$, and once for the uniqueness of the solution. Between these uses, `LinearMap.injective_iff_surjective` provides a pattern that `L` sends to the constant `p0`.

`dipole_bounds` takes the site `a` of the smallest dipole from `Finite.exists_min`. The block for `hpos` is the argument by contradiction, where `h2` is $1-r^2>0$ and `h3` is $p_a(1-r^2)<0$. The remaining lines apply the one-sided bounds with `lo` equal to zero and `hi` equal to `p0`.

`iteration_error` is an induction on `k`. The start uses `dipole_bounds`, and each further step uses the contraction, together with the fact that an update leaves the solution unchanged.

## Two pairs at the limits

In `one_way_pair_attains_bounds`, site 0 feels site 1 but not conversely. The dipoles are $p_0(1-r)$ and $p_0$, so for $0\le r<1$ and positive $p_0$ and $\alpha$ both ends of the interval are attained in one layer. Identical point dipoles would couple symmetrically, so this pair shows that the bounds are sharp for general matrices, but leaves open whether they can be improved for such dipoles.

`critical_pair_iff` treats the pair from the beginning, with mutual coupling $1/\alpha$ and both row sums equal to 1. A pattern is self-consistent exactly when $p(0)+p(1)=p_0$, which leaves a whole line of solutions. The condition $r<1$ therefore can't be weakened to $r\le1$: uniqueness fails, and the solution $(2p_0,-p_0)$ also violates the bounds, which would read $0\le p_i\le p_0$.
